# For a complete orbital set, orthonormality leaves only the virtual–occupied response free in the density derivative

Matrix derivatives are taken entry by entry here, along a single real geometry parameter, so no matrix norm has to be chosen. The orbital coefficients form a real matrix \(C=[C_o\;C_v]\). Its rows are labelled by a finite set `n` of basis functions and its columns by the disjoint union `o ⊕ v` of occupied and virtual orbitals. The overlap matrix \(S\) is real, and neither its symmetry nor its positivity is assumed separately.

```lean
import Mathlib

open Matrix

namespace OrbitalResponse

noncomputable section

variable {n o v l m : Type*} [Fintype n] [Fintype o] [Fintype v] [Fintype m]
```

The geometry of interest is \(x\), while \(y\) runs over all geometries. A prime denotes the derivative at \(x\), which Lean writes as the predicate `HasMatDeriv`.

```lean
/-- The matrix curve `A` has derivative `A'` at the geometry `x`, entry by entry. -/
def HasMatDeriv (A : ℝ → Matrix l m ℝ) (A' : Matrix l m ℝ) (x : ℝ) : Prop :=
  ∀ i j, HasDerivAt (fun y => A y i j) (A' i j) x
```

The density matrix is \(P=C_oC_o^T\), with each occupied orbital counted once; a closed-shell factor of 2 is left out. In Lean, `toCols₁` is \(C_o\) and `toCols₂` is \(C_v\).

```lean
/-- The density matrix `P = Co Coᵀ` of the occupied orbitals. -/
def density (C : Matrix n (o ⊕ v) ℝ) : Matrix n n ℝ := C.toCols₁ * C.toCols₁ᵀ
```

One more matrix gets a name. It is built from \(C\), \(S'\) and an arbitrary virtual-by-occupied block \(X\), and is written \(R(X)\) below.

```lean
/-- The matrix `Cv X Coᵀ + Co Xᵀ Cvᵀ - Co (Coᵀ S' Co) Coᵀ`, built from the overlap
derivative `S'` and a virtual-occupied block `X`. -/
def densityResponse (C : Matrix n (o ⊕ v) ℝ) (S' : Matrix n n ℝ) (X : Matrix v o ℝ) :
    Matrix n n ℝ :=
  C.toCols₂ * X * C.toCols₁ᵀ + C.toCols₁ * Xᵀ * C.toCols₂ᵀ
    - C.toCols₁ * (C.toCols₁ᵀ * S' * C.toCols₁) * C.toCols₁ᵀ
```

## (a) Differentiating a product of matrices

**Task.** For differentiable matrix curves \(A\) and \(B\) of matching shapes, show that
\[
(AB)'=A'B+AB'.
\]

**Solution.** Each entry is a finite sum, \((AB)_{ij}=\sum_q A_{iq}B_{qj}\). The scalar product rule gives
\[
(AB)'_{ij}=\sum_q\left(A'_{iq}B_{qj}+A_{iq}B'_{qj}\right),
\]
which is the \(ij\) entry of the right-hand side. In Lean, `fun_mul` differentiates each summand and `HasDerivAt.fun_sum` adds them up.

```lean
/-- The product rule for matrix curves. -/
theorem HasMatDeriv.mul {k : Type*} {A : ℝ → Matrix l m ℝ} {B : ℝ → Matrix m k ℝ}
    {A' : Matrix l m ℝ} {B' : Matrix m k ℝ} {x : ℝ}
    (hA : HasMatDeriv A A' x) (hB : HasMatDeriv B B' x) :
    HasMatDeriv (fun y => A y * B y) (A' * B x + A x * B') x := by
  intro i j
  have h := HasDerivAt.fun_sum (u := Finset.univ)
    (fun q _ => (hA i q).fun_mul (hB q j))
  simpa only [Matrix.mul_apply, Matrix.add_apply, Finset.sum_add_distrib] using h
```

## (b) Expanding a change of the orbitals in the orbitals

**Task.** Let the orbital set be complete, meaning that there are as many orbitals as basis functions, with \(C^TSC=1\). Show that every matrix \(D\) of the same shape as \(C\) satisfies
\[
C\,(C^TSD)=D.
\]

**Solution.** The matrix \(C^TS\) is a left inverse of \(C\). For a square matrix a left inverse is also a right inverse, so \(CC^TS=1\). Multiplying by \(D\) from the right gives the claim. With \(D=C'\), it says that \(C'=CU\) for \(U=C^TSC'\), the orbital response matrix.

Squareness enters as the one-to-one correspondence `e : o ⊕ v ≃ n`, and `mul_eq_one_comm_of_equiv` swaps the inverses. The later general theorems don't require squareness; where they differentiate \(C\), they assume \(C'=CU\) directly.

```lean
/-- For a square set of orthonormal orbitals, every change `D` of the coefficients is
`C U` with `U = Cᵀ S D`. -/
theorem change_eq_mul_response [DecidableEq n] [DecidableEq o] [DecidableEq v]
    (e : o ⊕ v ≃ n) {C : Matrix n (o ⊕ v) ℝ} {S : Matrix n n ℝ}
    (hC : Cᵀ * S * C = 1) (D : Matrix n (o ⊕ v) ℝ) : C * (Cᵀ * S * D) = D := by
  have h : C * (Cᵀ * S) = 1 := (Matrix.mul_eq_one_comm_of_equiv e).1 hC
  rw [← Matrix.mul_assoc, h, Matrix.one_mul]
```

## (c) What orthonormality says about the response

**Task.** Let \(C^TSC=1\) at every geometry, and let \(C'=CU\) at \(x\). Show that
\[
U+U^T=-C^TS'C.
\]

**Solution.** The product \(C^TSC\) is constant, so its derivative vanishes:
\[
C'^TSC+C^TS'C+C^TSC'=0.
\]
Inserting \(C'=CU\), the first term is \(U^TC^TSC=U^T\) and the last is \(C^TSCU=U\). Rearranging gives the result.

The hypothesis `hC` holds for all `y`, since orthonormality at \(x\) alone would say nothing about a derivative. The step `h0` is the displayed equation with \(C'=CU\) inserted, obtained from uniqueness of derivatives; `e1` and `e2` simplify its outer terms.

```lean
/-- Orbitals that stay orthonormal, with `C' = C U`, satisfy `U + Uᵀ = -Cᵀ S' C`. -/
theorem response_add_transpose [DecidableEq o] [DecidableEq v]
    {C : ℝ → Matrix n (o ⊕ v) ℝ} {S : ℝ → Matrix n n ℝ} {S' : Matrix n n ℝ}
    {U : Matrix (o ⊕ v) (o ⊕ v) ℝ} {x : ℝ} (hC : ∀ y, (C y)ᵀ * S y * C y = 1)
    (hS : HasMatDeriv S S' x) (hU : HasMatDeriv C (C x * U) x) :
    U + Uᵀ = -((C x)ᵀ * S' * C x) := by
  have hT : HasMatDeriv (fun y => (C y)ᵀ) (C x * U)ᵀ x := fun i j => hU j i
  have h := (hT.mul hS).mul hU
  -- the derivative of the constant matrix 1 vanishes
  have h0 : ((C x * U)ᵀ * S x + (C x)ᵀ * S') * C x + (C x)ᵀ * S x * (C x * U) = 0 := by
    ext i j
    refine (h i j).unique ?_
    simpa only [hC, Matrix.zero_apply] using
      hasDerivAt_const x ((1 : Matrix (o ⊕ v) (o ⊕ v) ℝ) i j)
  have e1 : (C x * U)ᵀ * S x * C x = Uᵀ := by
    rw [Matrix.transpose_mul, Matrix.mul_assoc, Matrix.mul_assoc,
      ← Matrix.mul_assoc (C x)ᵀ, hC, Matrix.mul_one]
  have e2 : (C x)ᵀ * S x * (C x * U) = U := by
    rw [← Matrix.mul_assoc, hC, Matrix.one_mul]
  rw [Matrix.add_mul, e1, e2] at h0
  rw [eq_neg_iff_add_eq_zero, ← h0]
  abel
```

## (d) The derivative of the density matrix

**Task.** Divide \(U\) into blocks \(U_{oo},U_{ov},U_{vo},U_{vv}\), the first index labelling rows. Under the assumptions of (c), show that
\[
P'=C_vU_{vo}C_o^T+C_oU_{vo}^TC_v^T-C_o(C_o^TS'C_o)C_o^T .
\]

**Solution.** The occupied columns of \(C'=CU\) are
\[
C_o'=C_oU_{oo}+C_vU_{vo}.
\]
Hence
\[
P'=C_o'C_o^T+C_oC_o'^T
=C_o(U_{oo}+U_{oo}^T)C_o^T+C_vU_{vo}C_o^T+C_oU_{vo}^TC_v^T .
\]
The occupied–occupied block of (c) is \(U_{oo}+U_{oo}^T=-C_o^TS'C_o\), which completes the formula. The antisymmetric part of \(U_{oo}\) mixes occupied orbitals among themselves and has cancelled.

The right-hand side is \(R(U_{vo})\), with `U.toBlocks₂₁` for \(U_{vo}\). In the proof, `hsplit` is the formula for \(C_o'\), `hoo` is the block taken from (c), and `e` collects the terms.

```lean
/-- For orbitals that stay orthonormal, with `C' = C U`, the derivative of the density matrix is
`densityResponse` evaluated at the virtual-occupied block of `U`. -/
theorem density_hasMatDeriv [DecidableEq o] [DecidableEq v]
    {C : ℝ → Matrix n (o ⊕ v) ℝ} {S : ℝ → Matrix n n ℝ} {S' : Matrix n n ℝ}
    {U : Matrix (o ⊕ v) (o ⊕ v) ℝ} {x : ℝ} (hC : ∀ y, (C y)ᵀ * S y * C y = 1)
    (hS : HasMatDeriv S S' x) (hU : HasMatDeriv C (C x * U) x) :
    HasMatDeriv (fun y => density (C y)) (densityResponse (C x) S' U.toBlocks₂₁) x := by
  have hCo : HasMatDeriv (fun y => (C y).toCols₁) (C x * U).toCols₁ x :=
    fun i j => hU i (Sum.inl j)
  have hCoT : HasMatDeriv (fun y => (C y).toCols₁ᵀ) (C x * U).toCols₁ᵀ x :=
    fun i j => hCo j i
  have h := hCo.mul hCoT
  have hsplit : (C x * U).toCols₁
      = (C x).toCols₁ * U.toBlocks₁₁ + (C x).toCols₂ * U.toBlocks₂₁ := by
    ext i j
    simp [Matrix.mul_apply, Matrix.toCols₁, Matrix.toCols₂, Matrix.toBlocks₁₁,
      Matrix.toBlocks₂₁, Fintype.sum_sum_type]
  -- orthonormality fixes the symmetric part of the occupied-occupied block
  have hoo : (C x).toCols₁ᵀ * S' * (C x).toCols₁ = -(U.toBlocks₁₁ + U.toBlocks₁₁ᵀ) := by
    rw [eq_neg_iff_add_eq_zero, add_comm, ← eq_neg_iff_add_eq_zero]
    exact congrArg Matrix.toBlocks₁₁ (response_add_transpose hC hS hU)
  have e : densityResponse (C x) S' U.toBlocks₂₁
      = (C x * U).toCols₁ * (C x).toCols₁ᵀ + (C x).toCols₁ * (C x * U).toCols₁ᵀ := by
    rw [densityResponse, hoo, hsplit]
    simp only [Matrix.transpose_add, Matrix.transpose_mul, Matrix.add_mul, Matrix.mul_add,
      Matrix.mul_neg, Matrix.neg_mul, Matrix.mul_assoc]
    abel
  rw [e]
  exact h
```

The assumption \(C'=CU\) matters. Take two basis functions with \(S=1\) throughout, one occupied orbital \(C(y)=(\cos y,\sin y)^T\) and no virtual orbital. The orbital stays normalised, but at \(x=0\) its derivative \((0,1)^T\) is not a multiple of \(C(0)=(1,0)^T\). The formula would give \(P'=0\), whereas
\[
P'=\begin{pmatrix}0&1\\1&0\end{pmatrix}.
\]

## (e) Reading the virtual–occupied block back

**Task.** Let \(C^TSC=1\) at one geometry. Show that, for any \(S'\) and \(X\),
\[
C_v^TS\,R(X)\,SC_o=X .
\]

**Solution.** The blocks of the orthonormality condition include \(C_o^TSC_o=1\), \(C_v^TSC_o=0\) and \(C_v^TSC_v=1\). The first term of \(R(X)\) becomes
\[
(C_v^TSC_v)\,X\,(C_o^TSC_o)=X,
\]
and the other two begin with \(C_v^TSC_o=0\). With \(X=U_{vo}\), part (d) then shows that \(P'\) determines \(U_{vo}\).

The three blocks are `hoo`, `hvo` and `hvv`; the `calc` block regroups the products around them.

```lean
/-- For orthonormal orbitals, multiplying the density response by `Cvᵀ S` from the left and by `S
Co` from the right gives back the virtual-occupied block `X`. -/
theorem project_densityResponse [DecidableEq o] [DecidableEq v]
    {C : Matrix n (o ⊕ v) ℝ} {S : Matrix n n ℝ} (hC : Cᵀ * S * C = 1)
    (S' : Matrix n n ℝ) (X : Matrix v o ℝ) :
    C.toCols₂ᵀ * S * densityResponse C S' X * (S * C.toCols₁) = X := by
  have hoo : C.toCols₁ᵀ * (S * C.toCols₁) = 1 := by
    rw [← Matrix.mul_assoc]
    ext i j
    exact (congrFun (congrFun hC (Sum.inl i)) (Sum.inl j)).trans
      (by simp [Matrix.one_apply])
  have hvo : C.toCols₂ᵀ * S * C.toCols₁ = 0 := by
    ext i j
    exact (congrFun (congrFun hC (Sum.inr i)) (Sum.inl j)).trans (by simp)
  have hvv : C.toCols₂ᵀ * S * C.toCols₂ = 1 := by
    ext i j
    exact (congrFun (congrFun hC (Sum.inr i)) (Sum.inr j)).trans
      (by simp [Matrix.one_apply])
  calc C.toCols₂ᵀ * S * densityResponse C S' X * (S * C.toCols₁)
      = (C.toCols₂ᵀ * S * C.toCols₂) * X * (C.toCols₁ᵀ * (S * C.toCols₁))
        + (C.toCols₂ᵀ * S * C.toCols₁) * (Xᵀ * C.toCols₂ᵀ * (S * C.toCols₁))
        - (C.toCols₂ᵀ * S * C.toCols₁) * ((C.toCols₁ᵀ * S' * C.toCols₁)
          * (C.toCols₁ᵀ * (S * C.toCols₁))) := by
        simp only [densityResponse, Matrix.mul_add, Matrix.mul_sub, Matrix.add_mul,
          Matrix.sub_mul, Matrix.mul_assoc]
    _ = X := by
        rw [hoo, hvo, hvv, Matrix.one_mul, Matrix.mul_one, Matrix.zero_mul,
          Matrix.zero_mul, add_zero, sub_zero]
```

## (f) A trace that needs no orbital response

**Task.** Let \(F\) be symmetric with \(C_v^TFC_o=0\), and set \(W=C_o(C_o^TFC_o)C_o^T\). Show that
\[
\operatorname{tr}\bigl(F\,R(X)\bigr)=-\operatorname{tr}(WS').
\]

**Solution.** Transposing the condition gives \(C_o^TFC_v=0\). By cyclic invariance, the two terms with \(X\) vanish:
\[
\operatorname{tr}(FC_vXC_o^T)=\operatorname{tr}(C_o^TFC_vX)=0,\qquad
\operatorname{tr}(FC_oX^TC_v^T)=\operatorname{tr}(C_v^TFC_oX^T)=0 .
\]
In the remaining term, cyclic invariance moves \(S'\) to the end:
\[
\operatorname{tr}(FC_oC_o^TS'C_oC_o^T)=\operatorname{tr}(C_oC_o^TFC_oC_o^TS')=\operatorname{tr}(WS').
\]
It enters \(R(X)\) with a minus sign. The Lean steps `t1`, `t2` and `t3` are these three traces.

If \(F\) is the Fock matrix of a closed-shell calculation, or of one spin in an unrestricted one, \(C_v^TFC_o=0\) expresses stationarity of the self-consistent energy under occupied–virtual rotations, and \(W\) is the energy-weighted density of one spin; the usual closed-shell matrix is twice as large. In the gradient of such a Hartree–Fock calculation, with real orbitals and a finite basis, this trace can therefore be evaluated without solving for \(U_{vo}\). The theorem treats \(F\) as a given matrix at one geometry and covers this trace only, not the derivative of a total energy.

```lean
/-- If a symmetric `F` has no virtual-occupied elements, the trace of `F` with the density response
is `-tr (W S')`, where `W = Co (Coᵀ F Co) Coᵀ`. -/
theorem trace_densityResponse {C : Matrix n (o ⊕ v) ℝ} {F : Matrix n n ℝ}
    (hF : Fᵀ = F) (hB : C.toCols₂ᵀ * F * C.toCols₁ = 0)
    (S' : Matrix n n ℝ) (X : Matrix v o ℝ) :
    (F * densityResponse C S' X).trace
      = -(C.toCols₁ * (C.toCols₁ᵀ * F * C.toCols₁) * C.toCols₁ᵀ * S').trace := by
  have hB' : C.toCols₁ᵀ * F * C.toCols₂ = 0 := by
    have h := congrArg Matrix.transpose hB
    simpa only [Matrix.transpose_mul, Matrix.transpose_transpose, hF,
      Matrix.transpose_zero, Matrix.mul_assoc] using h
  have t1 : (F * (C.toCols₂ * X * C.toCols₁ᵀ)).trace = 0 := by
    rw [← Matrix.mul_assoc, Matrix.trace_mul_comm, ← Matrix.mul_assoc,
      ← Matrix.mul_assoc, hB', Matrix.zero_mul, Matrix.trace_zero]
  have t2 : (F * (C.toCols₁ * Xᵀ * C.toCols₂ᵀ)).trace = 0 := by
    rw [← Matrix.mul_assoc, Matrix.trace_mul_comm, ← Matrix.mul_assoc,
      ← Matrix.mul_assoc, hB, Matrix.zero_mul, Matrix.trace_zero]
  -- cyclic invariance moves the overlap derivative to the end
  have t3 : (F * (C.toCols₁ * (C.toCols₁ᵀ * S' * C.toCols₁) * C.toCols₁ᵀ)).trace
      = (C.toCols₁ * (C.toCols₁ᵀ * F * C.toCols₁) * C.toCols₁ᵀ * S').trace := by
    have h := Matrix.trace_mul_comm (F * C.toCols₁ * C.toCols₁ᵀ * S')
      (C.toCols₁ * C.toCols₁ᵀ)
    simpa only [Matrix.mul_assoc] using h
  rw [densityResponse, Matrix.mul_sub, Matrix.mul_add, Matrix.trace_sub,
    Matrix.trace_add, t1, t2, t3]
  ring
```

## (g) One overlap curve, any virtual–occupied response

**Task.** For two basis functions and any real \(k\), take
\[
S(y)=e^{2y}\,1,\qquad
C(y)=e^{-y}\begin{pmatrix}\cos ky&-\sin ky\\ \sin ky&\cos ky\end{pmatrix}.
\]
Show that \(C^TSC=1\) everywhere, and that at every \(x\)
\[
S'=2S,\qquad C'=CU,\qquad U=\begin{pmatrix}-1&-k\\k&-1\end{pmatrix}.
\]

**Solution.** The exponentials in \(C^TSC\) cancel, and a rotation matrix times its transpose is 1. The derivative of \(S\) is immediate. Differentiating the prefactor of \(C\) gives \(-C\), and differentiating the rotation gives \(kCJ\) with
\[
J=\begin{pmatrix}0&-1\\1&0\end{pmatrix}.
\]
Thus \(C'=C(-1+kJ)=CU\). At \(x=0\), all values of \(k\) share the same \(C=1\), \(S\) and \(S'\), yet \(U_{vo}=k\). Those three matrices cannot determine the virtual–occupied response.

The norms of these two basis functions grow with \(y\), whereas those of ordinary atom-centred functions don't change with the geometry; the choice keeps the algebra short. The overlap curve and the orbitals are defined first.

```lean
/-- An overlap matrix of two basis functions whose norms grow with the geometry `y`. -/
def growingOverlap (y : ℝ) : Matrix (Fin 1 ⊕ Fin 1) (Fin 1 ⊕ Fin 1) ℝ :=
  Real.exp (2 * y) • 1

/-- One occupied and one virtual orbital, rotating into each other at the rate `k`. -/
def rotatingOrbitals (k y : ℝ) : Matrix (Fin 1 ⊕ Fin 1) (Fin 1 ⊕ Fin 1) ℝ :=
  fromBlocks !![Real.exp (-y) * Real.cos (k * y)] !![-(Real.exp (-y) * Real.sin (k * y))]
    !![Real.exp (-y) * Real.sin (k * y)] !![Real.exp (-y) * Real.cos (k * y)]
```

The proof checks the four matrix entries one at a time, using \(\sin^2+\cos^2=1\) for orthonormality and the product and chain rules for \(C'\).

```lean
/-- For one and the same overlap curve, the rotating orbitals are orthonormal and have a
response matrix with virtual-occupied element `k`, for any real `k`. -/
theorem response_witness (k x : ℝ) :
    (∀ y, (rotatingOrbitals k y)ᵀ * growingOverlap y * rotatingOrbitals k y = 1) ∧
    HasMatDeriv growingOverlap ((2 : ℝ) • growingOverlap x) x ∧
    HasMatDeriv (rotatingOrbitals k)
      (rotatingOrbitals k x * fromBlocks !![-1] !![-k] !![k] !![-1]) x := by
  refine ⟨fun y => ?_, fun i j => ?_, fun i j => ?_⟩
  · have h : Real.exp (2 * y) * (Real.exp (-y) * Real.exp (-y)) = 1 := by
      rw [← Real.exp_add, ← Real.exp_add, show 2 * y + (-y + -y) = 0 by ring, Real.exp_zero]
    have hcs := Real.sin_sq_add_cos_sq (k * y)
    ext i j
    rcases i with i | i <;> rcases j with j | j <;> fin_cases i <;> fin_cases j <;>
      simp [rotatingOrbitals, growingOverlap, Matrix.mul_apply, Fintype.sum_sum_type]
    · linear_combination (Real.sin (k * y) ^ 2 + Real.cos (k * y) ^ 2) * h + hcs
    · ring
    · ring
    · linear_combination (Real.sin (k * y) ^ 2 + Real.cos (k * y) ^ 2) * h + hcs
  · have h2 : HasDerivAt (fun y : ℝ => 2 * y) 2 x := by
      simpa using (hasDerivAt_id' x).const_mul (2 : ℝ)
    refine (h2.exp.mul_const ((1 : Matrix (Fin 1 ⊕ Fin 1) (Fin 1 ⊕ Fin 1) ℝ) i j)).congr_deriv ?_
    simp only [growingOverlap, Matrix.smul_apply, smul_eq_mul]
    ring
  · have he : HasDerivAt (fun y : ℝ => Real.exp (-y)) (-Real.exp (-x)) x := by
      simpa using (hasDerivAt_id' x).fun_neg.exp
    have hk : HasDerivAt (fun y : ℝ => k * y) k x := by
      simpa using (hasDerivAt_id' x).const_mul k
    have hc := he.fun_mul hk.cos
    have hs := he.fun_mul hk.sin
    rcases i with i | i <;> rcases j with j | j <;> fin_cases i <;> fin_cases j
    · refine hc.congr_deriv ?_
      simp [rotatingOrbitals, Matrix.mul_apply, Fintype.sum_sum_type]
      ring
    · refine hs.fun_neg.congr_deriv ?_
      simp [rotatingOrbitals, Matrix.mul_apply, Fintype.sum_sum_type]
      ring
    · refine hs.congr_deriv ?_
      simp [rotatingOrbitals, Matrix.mul_apply, Fintype.sum_sum_type]
      ring
    · refine hc.congr_deriv ?_
      simp [rotatingOrbitals, Matrix.mul_apply, Fintype.sum_sum_type]
      ring

end

end OrbitalResponse
```

```lean
#print axioms OrbitalResponse.change_eq_mul_response
-- 'OrbitalResponse.change_eq_mul_response' depends on axioms: [propext, Classical.choice, Quot.sound]
#print axioms OrbitalResponse.density_hasMatDeriv
-- 'OrbitalResponse.density_hasMatDeriv' depends on axioms: [propext, Classical.choice, Quot.sound]
#print axioms OrbitalResponse.project_densityResponse
-- 'OrbitalResponse.project_densityResponse' depends on axioms: [propext, Classical.choice, Quot.sound]
#print axioms OrbitalResponse.trace_densityResponse
-- 'OrbitalResponse.trace_densityResponse' depends on axioms: [propext, Classical.choice, Quot.sound]
```

## Numbers for \(k=3\) at \(x=0\)

Here \(C=S=1\), \(S'=2\cdot 1\) and \(U_{vo}=3\). Part (c) holds, since \(U+U^T=-2\cdot 1=-C^TS'C\). With \(C_o=(1,0)^T\) and \(C_v=(0,1)^T\), part (d) gives
\[
P'=\begin{pmatrix}0&3\\3&0\end{pmatrix}-\begin{pmatrix}2&0\\0&0\end{pmatrix}
=\begin{pmatrix}-2&3\\3&0\end{pmatrix}.
\]
Direct differentiation agrees: the entries of \(P(y)\) are \(e^{-2y}\cos^2 3y\), \(e^{-2y}\sin 3y\cos 3y\) (twice) and \(e^{-2y}\sin^2 3y\), with derivatives \(-2\), \(3\) and \(0\) at \(y=0\).

For \(F=\operatorname{diag}(-0.5,\,0.2)\), the trace is \(\operatorname{tr}(FP')=1\). Part (f) gives the same value from \(W=\operatorname{diag}(-0.5,\,0)\), namely \(-\operatorname{tr}(WS')=1\), without using the 3.
